# With a nonnegative interaction and integer particle number, fractional occupations cannot lower the lattice Hartree–Fock minimum

## Does smearing the occupations ever pay?

A Slater determinant of $N$ electrons on a finite lattice has a one-particle density matrix that is a projection. If I allow occupations between 0 and 1, I minimise over a larger set, and the minimum might drop. Let $i$ and $j$ label sites together with spin, or sites alone if all spins are parallel. For Hermitian $h$ and $\gamma$, take

$$E(\gamma)=\operatorname{tr}(h\gamma)+\tfrac12\sum_{i,j}W_{ij}\left(\gamma_{ii}\gamma_{jj}-|\gamma_{ij}|^2\right),\qquad W_{ij}\ge 0.$$

I have read that moving weight $s$ from an orbital $v$ to an orbital $u$ makes $E$ concave in $s$, and that Lieb's variational principle follows: some projection does at least as well as $\gamma$. Can this be made rigorous, with a proof that a machine has checked?

## Concavity drives occupations to 0 or 1

Yes. Put $D=uu^*-vv^*$, so $D_{ij}=u_i\bar u_j-v_i\bar v_j$. Expanding the energy gives

$$E(\gamma+sD)=E(\gamma)+\beta s+\frac{s^2}{2}\sum_{i,j}W_{ij}\left(D_{ii}D_{jj}-|D_{ij}|^2\right),$$

$$\beta=\operatorname{tr}(hD)+\tfrac12\sum_{i,j}W_{ij}\left(\gamma_{ii}D_{jj}+D_{ii}\gamma_{jj}-2\operatorname{Re}(\gamma_{ij}\bar D_{ij})\right).$$

In the quadratic term, $|u_i|^2|u_j|^2$ and $|v_i|^2|v_j|^2$ cancel:

$$\begin{aligned}D_{ii}D_{jj}-|D_{ij}|^2&=-|u_i|^2|v_j|^2-|v_i|^2|u_j|^2+2\operatorname{Re}(u_i\bar u_j\bar v_i v_j)\\&=-|u_iv_j-u_jv_i|^2.\end{aligned}$$

The $s^2$ coefficient is therefore $-C/2$ with $C=\sum_{i,j} W_{ij}|u_iv_j-u_jv_i|^2\ge0$, and $E$ is concave in $s$. If $\beta\ge0$, no negative $s$ raises the energy; if $\beta\le0$, no positive $s$ does.

Now write $\gamma=\sum_k f_k\varphi_k\varphi_k^*$ with orthonormal $\varphi_k$, $0\le f_k\le1$ and $\sum_k f_k=N$. If $f_k$ is fractional, so is some other $f_l$, because the sum is an integer. Replace $(f_k,f_l)$ by $(f_k+s,f_l-s)$, which is the move above with $u=\varphi_k$, $v=\varphi_l$. The allowed range is

$$-\min(f_k,1-f_l)\le s\le\min(1-f_k,f_l),$$

and at either end one of the two occupations is 0 or 1. Go to the end that does not raise the energy. Fewer fractional occupations remain, so repetition stops with all of them 0 or 1. The resulting matrix is a projection of trace $N$.

Two sites show the effect. For $\gamma=\operatorname{diag}(f,1-f)$ and $W_{12}=W_{21}=w$, the energy is $h_{11}f+h_{22}(1-f)+wf(1-f)$. The last term is a spurious repulsion of one electron with itself, and it vanishes at $f=0$ and $f=1$.

The concavity belongs to these transfers, and it is easy to read it as concavity in every direction at fixed $N$. That is false: for $D=\operatorname{diag}(1,1,-1,-1)$ with $W_{12}=W_{21}=1$ and all other $W_{ij}=0$, the $s^2$ coefficient is $+1$.

Here is the complete Lean file.

```lean
import Mathlib

open Matrix
open scoped ComplexOrder

namespace LiebVariationalPrinciple

noncomputable section

variable {n κ : Type*} [Fintype n] [Fintype κ]

/-- The Hartree-Fock energy of a one-particle density matrix `γ`: one-body energy plus
direct minus exchange interaction. -/
def energy (h : Matrix n n ℂ) (W : Matrix n n ℝ) (γ : Matrix n n ℂ) : ℝ :=
  (trace (h * γ)).re +
    1 / 2 * ∑ i, ∑ j, W i j * ((γ i i).re * (γ j j).re - ‖γ i j‖ ^ 2)

/-- The change `u u* - v v*` of the density matrix when weight moves from `v` to `u`. -/
def transfer (u v : n → ℂ) : Matrix n n ℂ :=
  vecMulVec u (star u) - vecMulVec v (star v)

/-- The first-order change of the energy at `γ` in the direction `D`. -/
def slope (h : Matrix n n ℂ) (W : Matrix n n ℝ) (γ D : Matrix n n ℂ) : ℝ :=
  (trace (h * D)).re + 1 / 2 * ∑ i, ∑ j, W i j *
    ((γ i i).re * (D j j).re + (D i i).re * (γ j j).re - 2 * (γ i j * star (D i j)).re)

/-- The density matrix with orbitals `φ k` and occupations `f k`. -/
def density (φ : κ → n → ℂ) (f : κ → ℝ) : Matrix n n ℂ :=
  ∑ k, f k • vecMulVec (φ k) (star (φ k))

/-- Occupations after moving the amount `s` from orbital `l` to orbital `k`. -/
def shift [DecidableEq κ] (f : κ → ℝ) (k l : κ) (s : ℝ) : κ → ℝ :=
  fun m => f m + s * ((if m = k then 1 else 0) - (if m = l then 1 else 0))

/-- For Hermitian `h` and `γ` the energy equals the usual complex expression. -/
theorem energy_eq_complex {h γ : Matrix n n ℂ} (W : Matrix n n ℝ)
    (hh : h.IsHermitian) (hγ : γ.IsHermitian) :
    (energy h W γ : ℂ) = trace (h * γ) +
      1 / 2 * ∑ i, ∑ j, (W i j : ℂ) * (γ i i * γ j j - γ i j * γ j i) := by
  have ht : ((trace (h * γ)).re : ℂ) = trace (h * γ) := by
    apply Complex.conj_eq_iff_re.1
    change star (trace (h * γ)) = _
    rw [← Matrix.trace_conjTranspose, Matrix.conjTranspose_mul, hh.eq, hγ.eq,
      Matrix.trace_mul_comm]
  have hd : ∀ i, ((γ i i).re : ℂ) = γ i i := fun i =>
    Complex.conj_eq_iff_re.1 (hγ.apply i i)
  have ho : ∀ i j, (‖γ i j‖ : ℂ) ^ 2 = γ i j * γ j i := by
    intro i j
    have e : (starRingEnd ℂ) (γ i j) = γ j i := hγ.apply j i
    rw [← e, Complex.mul_conj, Complex.normSq_eq_norm_sq]
    push_cast
    rfl
  unfold energy
  push_cast
  simp only [ht, hd, ho]

/-- Along any line of density matrices the energy is a quadratic polynomial. -/
theorem energy_line (h : Matrix n n ℂ) (W : Matrix n n ℝ) (γ D : Matrix n n ℂ) (s : ℝ) :
    energy h W (γ + s • D) = energy h W γ + s * slope h W γ D +
      s ^ 2 * (1 / 2 * ∑ i, ∑ j, W i j * ((D i i).re * (D j j).re - ‖D i j‖ ^ 2)) := by
  have ht : (trace (h * (γ + s • D))).re = (trace (h * γ)).re + s * (trace (h * D)).re := by
    simp [Matrix.mul_add, Matrix.trace_add, Matrix.mul_smul, Matrix.trace_smul]
  unfold energy slope
  rw [ht]
  simp only [mul_add, Finset.mul_sum]
  have key : ∀ a b p q r t : ℝ, p = q + r + t → a + b + p = a + q + (b + r) + t := by
    intros; linarith
  apply key
  simp only [← Finset.sum_add_distrib]
  refine Finset.sum_congr rfl fun i _ => Finset.sum_congr rfl fun j _ => ?_
  simp only [Matrix.add_apply, Matrix.smul_apply, Complex.sq_norm, Complex.normSq_apply,
    Complex.add_re, Complex.add_im, Complex.smul_re, Complex.smul_im, smul_eq_mul,
    Complex.mul_re, Complex.star_def, Complex.conj_re, Complex.conj_im]
  ring

/-- When weight `s` moves from `v` to `u`, the `s ^ 2` coefficient of the energy is minus half
the interaction summed against `|u_i v_j - u_j v_i|²`. -/
theorem energy_transfer (h : Matrix n n ℂ) (W : Matrix n n ℝ) (γ : Matrix n n ℂ)
    (u v : n → ℂ) (s : ℝ) :
    energy h W (γ + s • transfer u v) = energy h W γ + s * slope h W γ (transfer u v) +
      s ^ 2 * (-(1 / 2) * ∑ i, ∑ j, W i j * ‖u i * v j - u j * v i‖ ^ 2) := by
  have hp : ∀ i j, (transfer u v i i).re * (transfer u v j j).re - ‖transfer u v i j‖ ^ 2
      = -‖u i * v j - u j * v i‖ ^ 2 := by
    intro i j
    simp only [transfer, Matrix.sub_apply, Matrix.vecMulVec_apply, Pi.star_apply,
      Complex.star_def, Complex.sq_norm, Complex.normSq_apply, Complex.sub_re,
      Complex.sub_im, Complex.mul_re, Complex.mul_im, Complex.conj_re, Complex.conj_im]
    ring
  rw [energy_line]
  simp only [hp, mul_neg, Finset.sum_neg_distrib, neg_mul]

/-- For a nonnegative interaction the energy is concave in the transferred weight. -/
theorem energy_concave (h : Matrix n n ℂ) {W : Matrix n n ℝ} (hW : ∀ i j, 0 ≤ W i j)
    (γ : Matrix n n ℂ) (u v : n → ℂ) :
    ConcaveOn ℝ Set.univ (fun s : ℝ => energy h W (γ + s • transfer u v)) := by
  have hC : 0 ≤ ∑ i, ∑ j, W i j * ‖u i * v j - u j * v i‖ ^ 2 :=
    Finset.sum_nonneg fun i _ => Finset.sum_nonneg fun j _ => mul_nonneg (hW i j) (sq_nonneg _)
  refine ⟨convex_univ, fun x _ y _ a b ha hb hab => ?_⟩
  simp only [smul_eq_mul, energy_transfer]
  generalize (∑ i, ∑ j, W i j * ‖u i * v j - u j * v i‖ ^ 2) = C at hC ⊢
  obtain rfl : b = 1 - a := by linarith
  nlinarith [mul_nonneg (mul_nonneg ha hb) (mul_nonneg hC (sq_nonneg (x - y)))]

/-- For a nonnegative interaction, at least one of two opposite transfers of weight does not raise
the energy. -/
theorem transfer_descends (h : Matrix n n ℂ) {W : Matrix n n ℝ} (hW : ∀ i j, 0 ≤ W i j)
    (γ : Matrix n n ℂ) (u v : n → ℂ) {a b : ℝ} (ha : 0 ≤ a) (hb : 0 ≤ b) :
    energy h W (γ + (-a) • transfer u v) ≤ energy h W γ ∨
      energy h W (γ + b • transfer u v) ≤ energy h W γ := by
  have hC : 0 ≤ ∑ i, ∑ j, W i j * ‖u i * v j - u j * v i‖ ^ 2 :=
    Finset.sum_nonneg fun i _ => Finset.sum_nonneg fun j _ => mul_nonneg (hW i j) (sq_nonneg _)
  rw [energy_transfer, energy_transfer]
  rcases le_total 0 (slope h W γ (transfer u v)) with hs | hs
  · left
    nlinarith [mul_nonneg ha hs, mul_nonneg (sq_nonneg a) hC]
  · right
    nlinarith [mul_nonneg hb (neg_nonneg.2 hs), mul_nonneg (sq_nonneg b) hC]

omit [Fintype n] in
/-- Shifting occupation between two orbitals changes the density matrix by a transfer. -/
theorem density_shift [DecidableEq κ] (φ : κ → n → ℂ) (f : κ → ℝ) (k l : κ) (s : ℝ) :
    density φ (shift f k l s) = density φ f + s • transfer (φ k) (φ l) := by
  simp only [density, shift, transfer, add_smul, mul_smul, sub_smul, Finset.sum_add_distrib,
    ← Finset.smul_sum, Finset.sum_sub_distrib, ite_smul, one_smul, zero_smul,
    Finset.sum_ite_eq', Finset.mem_univ, if_true]

/-- For a nonnegative interaction, occupations in `[0,1]` whose sum is a natural number can be
replaced by occupations 0 or 1 with the same sum and the same orbitals, without raising the energy.
-/
theorem exists_integer_occupations (h : Matrix n n ℂ) {W : Matrix n n ℝ}
    (hW : ∀ i j, 0 ≤ W i j) (φ : κ → n → ℂ) {N : ℕ} (f : κ → ℝ)
    (hf : ∀ k, 0 ≤ f k ∧ f k ≤ 1) (hN : ∑ k, f k = N) :
    ∃ g : κ → ℝ, (∀ k, g k = 0 ∨ g k = 1) ∧ ∑ k, g k = N ∧
      energy h W (density φ g) ≤ energy h W (density φ f) := by
  classical
  induction hc : (Finset.univ.filter fun k => f k ≠ 0 ∧ f k ≠ 1).card
    using Nat.strong_induction_on generalizing f with
  | _ c ih =>
  by_cases hall : ∀ k, f k = 0 ∨ f k = 1
  · exact ⟨f, hall, hN, le_rfl⟩
  simp only [not_forall, not_or] at hall
  obtain ⟨k, hk0, hk1⟩ := hall
  -- an integer total forces a second fractional occupation
  obtain ⟨l, hlk, hl0, hl1⟩ : ∃ l, l ≠ k ∧ f l ≠ 0 ∧ f l ≠ 1 := by
    by_contra hno
    have hint : ∀ l, l ≠ k → f l = 0 ∨ f l = 1 := by
      intro l hl
      by_contra h'
      exact hno ⟨l, hl, not_or.1 h'⟩
    obtain ⟨m, hm⟩ : ∃ m : ℤ, ∑ l ∈ Finset.univ.erase k, f l = m := by
      refine ⟨∑ l ∈ Finset.univ.erase k, if f l = 1 then 1 else 0, ?_⟩
      push_cast
      refine Finset.sum_congr rfl fun l hl => ?_
      rcases hint l (Finset.ne_of_mem_erase hl) with e | e <;> simp [e]
    have hs := Finset.add_sum_erase Finset.univ f (Finset.mem_univ k)
    have h0 := lt_of_le_of_ne (hf k).1 (Ne.symm hk0)
    have h1 := lt_of_le_of_ne (hf k).2 hk1
    have p : (m : ℝ) < N := by linarith
    have q : (N : ℝ) < m + 1 := by linarith
    have p' : m < (N : ℤ) := by exact_mod_cast p
    have q' : (N : ℤ) < m + 1 := by exact_mod_cast q
    omega
  -- a shift that makes one of the two occupations an integer allows induction
  have step : ∀ s : ℝ, (0 ≤ f k + s ∧ f k + s ≤ 1) → (0 ≤ f l - s ∧ f l - s ≤ 1) →
      ((f k + s = 0 ∨ f k + s = 1) ∨ (f l - s = 0 ∨ f l - s = 1)) →
      energy h W (density φ f + s • transfer (φ k) (φ l)) ≤ energy h W (density φ f) →
      ∃ g : κ → ℝ, (∀ k, g k = 0 ∨ g k = 1) ∧ ∑ k, g k = N ∧
        energy h W (density φ g) ≤ energy h W (density φ f) := by
    intro s hks hls hend hE
    rw [← density_shift] at hE
    have ek : shift f k l s k = f k + s := by simp [shift, hlk.symm]
    have el : shift f k l s l = f l - s := by simp [shift, hlk, sub_eq_add_neg]
    have em : ∀ m, m ≠ k → m ≠ l → shift f k l s m = f m := by
      intro m h1 h2
      simp [shift, h1, h2]
    have hf' : ∀ m, 0 ≤ shift f k l s m ∧ shift f k l s m ≤ 1 := by
      intro m
      by_cases h1 : m = k
      · rw [h1, ek]; exact hks
      by_cases h2 : m = l
      · rw [h2, el]; exact hls
      rw [em m h1 h2]; exact hf m
    have hN' : ∑ m, shift f k l s m = N := by
      rw [← hN]
      simp [shift, Finset.sum_add_distrib, ← Finset.mul_sum, Finset.sum_sub_distrib]
    have hlt : (Finset.univ.filter fun m =>
        shift f k l s m ≠ 0 ∧ shift f k l s m ≠ 1).card < c := by
      rw [← hc]
      apply Finset.card_lt_card
      have hsub : (Finset.univ.filter fun m => shift f k l s m ≠ 0 ∧ shift f k l s m ≠ 1) ⊆
          Finset.univ.filter fun m => f m ≠ 0 ∧ f m ≠ 1 := by
        intro m hm
        rw [Finset.mem_filter] at hm ⊢
        refine ⟨Finset.mem_univ m, ?_⟩
        by_cases h1 : m = k
        · rw [h1]; exact ⟨hk0, hk1⟩
        by_cases h2 : m = l
        · rw [h2]; exact ⟨hl0, hl1⟩
        rw [← em m h1 h2]; exact hm.2
      rw [Finset.ssubset_iff_of_subset hsub]
      rcases hend with e | e
      · refine ⟨k, Finset.mem_filter.2 ⟨Finset.mem_univ k, hk0, hk1⟩, fun hm => ?_⟩
        have hm' := (Finset.mem_filter.1 hm).2
        rw [ek] at hm'
        exact e.elim hm'.1 hm'.2
      · refine ⟨l, Finset.mem_filter.2 ⟨Finset.mem_univ l, hl0, hl1⟩, fun hm => ?_⟩
        have hm' := (Finset.mem_filter.1 hm).2
        rw [el] at hm'
        exact e.elim hm'.1 hm'.2
    obtain ⟨g, hg, hgN, hgE⟩ := ih _ hlt (shift f k l s) hf' hN' rfl
    exact ⟨g, hg, hgN, hgE.trans hE⟩
  obtain ⟨k0, k1⟩ := hf k
  obtain ⟨l0, l1⟩ := hf l
  have ha : 0 ≤ min (f k) (1 - f l) := le_min k0 (by linarith)
  have hb : 0 ≤ min (1 - f k) (f l) := le_min (by linarith) l0
  have a1 := min_le_left (f k) (1 - f l)
  have a2 := min_le_right (f k) (1 - f l)
  have b1 := min_le_left (1 - f k) (f l)
  have b2 := min_le_right (1 - f k) (f l)
  rcases transfer_descends h hW (density φ f) (φ k) (φ l) ha hb with hE | hE
  · refine step _ ⟨by linarith, by linarith⟩ ⟨by linarith, by linarith⟩ ?_ hE
    rcases min_choice (f k) (1 - f l) with e | e
    · exact Or.inl (Or.inl (by linarith))
    · exact Or.inr (Or.inr (by linarith))
  · refine step _ ⟨by linarith, by linarith⟩ ⟨by linarith, by linarith⟩ ?_ hE
    rcases min_choice (1 - f k) (f l) with e | e
    · exact Or.inl (Or.inr (by linarith))
    · exact Or.inr (Or.inl (by linarith))

/-- For a nonnegative interaction and any density matrix `0 ≤ γ ≤ 1` with `N` particles, some
rank-`N` projection has energy at most that of `γ`. -/
theorem lieb_variational_principle [DecidableEq n] (h : Matrix n n ℂ) {W : Matrix n n ℝ}
    (hW : ∀ i j, 0 ≤ W i j) {γ : Matrix n n ℂ} (h0 : γ.PosSemidef)
    (h1 : (1 - γ).PosSemidef) {N : ℕ} (hN : trace γ = N) :
    ∃ P : Matrix n n ℂ, P.IsHermitian ∧ P * P = P ∧ trace P = N ∧
      energy h W P ≤ energy h W γ := by
  have hγ := h0.isHermitian
  -- natural orbitals are the columns of `U`, with occupations `f`
  obtain ⟨U, f, hU, hd⟩ : ∃ (U : Matrix n n ℂ) (f : n → ℝ),
      Uᴴ * U = 1 ∧ γ * U = U * diagonal (fun k => (f k : ℂ)) := by
    refine ⟨hγ.eigenvectorUnitary, hγ.eigenvalues,
      Matrix.mem_unitaryGroup_iff'.1 hγ.eigenvectorUnitary.2, ?_⟩
    ext i k
    have e := congrFun (hγ.mulVec_eigenvectorBasis k) i
    rw [Matrix.mul_diagonal]
    simpa [Matrix.mul_apply, Matrix.mulVec, dotProduct,
      Matrix.IsHermitian.eigenvectorUnitary_apply, mul_comm] using e
  have hU' : U * Uᴴ = 1 := mul_eq_one_comm.1 hU
  have hD : Uᴴ * γ * U = diagonal (fun k => (f k : ℂ)) := by
    rw [mul_assoc, hd, ← mul_assoc, hU, one_mul]
  have hf : ∀ k, 0 ≤ f k ∧ f k ≤ 1 := by
    intro k
    constructor
    · have e := (h0.conjTranspose_mul_mul_same U).diag_nonneg (i := k)
      rw [hD, Matrix.diagonal_apply_eq] at e
      exact Complex.zero_le_real.1 e
    · have e := (h1.conjTranspose_mul_mul_same U).diag_nonneg (i := k)
      rw [mul_sub, sub_mul, mul_one, hU, hD, Matrix.sub_apply, Matrix.one_apply_eq,
        Matrix.diagonal_apply_eq] at e
      have e' : (0 : ℂ) ≤ ((1 - f k : ℝ) : ℂ) := by
        push_cast
        exact e
      linarith [Complex.zero_le_real.1 e']
  have hfN : ∑ k, f k = N := by
    have t := congrArg trace hD
    rw [Matrix.trace_mul_cycle, hU', one_mul, hN, Matrix.trace_diagonal] at t
    exact_mod_cast t.symm
  have hden : ∀ g : n → ℝ, density Uᵀ g = U * diagonal (fun k => (g k : ℂ)) * Uᴴ := by
    intro g
    ext i j
    rw [Matrix.mul_apply]
    simp only [density, Matrix.sum_apply, Matrix.smul_apply, Matrix.vecMulVec_apply,
      Matrix.mul_diagonal, Matrix.conjTranspose_apply, Matrix.transpose_apply,
      Pi.star_apply, Complex.real_smul]
    exact Finset.sum_congr rfl fun k _ => by ring
  obtain ⟨g, hg, hgN, hE⟩ := exists_integer_occupations h hW Uᵀ f hf hfN
  rw [hden f, ← hd, mul_assoc, hU', mul_one, hden g] at hE
  refine ⟨_, ?_, ?_, ?_, hE⟩
  · have hs : star (fun k => (g k : ℂ)) = fun k => (g k : ℂ) := by
      ext k
      simp
    rw [Matrix.IsHermitian, Matrix.conjTranspose_mul, Matrix.conjTranspose_mul,
      Matrix.conjTranspose_conjTranspose, Matrix.diagonal_conjTranspose, hs, mul_assoc]
  · -- occupations 0 and 1 are idempotent
    have hgg : diagonal (fun k => (g k : ℂ)) * diagonal (fun k => (g k : ℂ)) =
        diagonal (fun k => (g k : ℂ)) := by
      rw [Matrix.diagonal_mul_diagonal]
      congr 1
      ext k
      rcases hg k with e | e <;> simp [e]
    generalize diagonal (fun k => (g k : ℂ)) = G at hgg ⊢
    calc U * G * Uᴴ * (U * G * Uᴴ) = U * G * (Uᴴ * U) * G * Uᴴ := by
          simp only [mul_assoc]
      _ = U * (G * G) * Uᴴ := by rw [hU, mul_one, mul_assoc U G G]
      _ = U * G * Uᴴ := by rw [hgg]
  · rw [Matrix.trace_mul_cycle, hU, one_mul, Matrix.trace_diagonal]
    exact_mod_cast hgN

end

end LiebVariationalPrinciple
```

```lean
#print axioms LiebVariationalPrinciple.energy_eq_complex
#print axioms LiebVariationalPrinciple.energy_concave
#print axioms LiebVariationalPrinciple.exists_integer_occupations
#print axioms LiebVariationalPrinciple.lieb_variational_principle
```

```
'LiebVariationalPrinciple.energy_eq_complex' depends on axioms: [propext, Classical.choice, Quot.sound]
'LiebVariationalPrinciple.energy_concave' depends on axioms: [propext, Classical.choice, Quot.sound]
'LiebVariationalPrinciple.exists_integer_occupations' depends on axioms: [propext, Classical.choice, Quot.sound]
'LiebVariationalPrinciple.lieb_variational_principle' depends on axioms: [propext, Classical.choice, Quot.sound]
```

### What the theorems say

The finite type `n` is the set of labels $i$, each a site with a spin, or a site alone if all spins are parallel, and `vecMulVec u (star u)` is $uu^*$. `energy` is real by definition; `energy_eq_complex` shows that for Hermitian `h` and `γ` it equals the usual complex expression.

`energy_transfer` states the quadratic formula and `energy_concave` the concavity over all real $s$, for arbitrary vectors `u` and `v`. The hypothesis `hW` says that the interaction is repulsive, or zero, for every pair of labels.

In `lieb_variational_principle`, positive semidefiniteness of `γ` and `1 - γ` confines the occupations to $[0,1]$, and `trace γ = N` fixes a natural number of particles. The conclusion is a Hermitian `P` with `P * P = P`, trace `N` and energy at most that of `γ`. For Hartree–Fock minimisation over all rank-$N$ projections on a finite lattice with such a $W$, relaxing idempotency thus leaves the minimum energy unchanged. Calculations that impose further constraints, such as equal density matrices for the two spins, are not covered.

The file contains no many-body Hamiltonian. To obtain Lieb's upper bound on the ground-state energy, one would also identify $E(P)$ with the expectation value in a Slater determinant.

### How the proof runs

`energy_line` expands the energy for any `D`, reducing the interaction to an identity for each pair $i,j$ that `ring` closes. In `energy_transfer`, `hp` is the cancellation above. `energy_concave` rests on the gap $\tfrac12Cab(x-y)^2\ge0$ for weights $a+b=1$, and `transfer_descends` splits on the sign of $\beta$, called `slope`.

`density_shift` identifies a change of two occupations with a transfer. `exists_integer_occupations` is a strong induction on the number of fractional occupations. Were only $f_k$ fractional, the others would sum to an integer $m$ with $m<N<m+1$, which `omega` refutes. `step` applies the induction hypothesis after a shift, and `min_choice` tells which occupation has reached 0 or 1.

The final theorem diagonalises `γ` with a unitary `U` and reads the bounds on `f` from the diagonals of $U^*\gamma U$ and $U^*(1-\gamma)U$. The orbitals are the columns of `U`, hence `Uᵀ` as a family of vectors. Their orthonormality, together with occupations 0 and 1, gives `P * P = P`.
